# At positive temperature, a regular-solution electrode with W > 2T has a voltage plateau

**Q.** I charge an intercalation electrode slowly, and over a wide range of filling its voltage stays flat. The regular-solution model gives a smooth free energy whose slope changes with filling everywhere in that range. You say that a formal theorem gets the plateau from this model. Does it, or does it only find two points with zero slope?

**A.** It gets the plateau, because it also treats mixtures of two phases. Let $x$ be the fraction of filled sites, $T>0$ the thermal energy (Boltzmann's constant included) and $W$ the mean-field interaction; positive $W$ means that inserted ions effectively attract each other. The free energy per site is
$$G(x)=Wx(1-x)+T\,[x\ln x+(1-x)\ln(1-x)].$$

```lean
import Mathlib

open Set

namespace RegularSolutionVoltage

noncomputable section

/-- Free energy per site of a regular solution at filling `x` in `[0,1]`, with interaction `W`
and thermal energy `T`. -/
def freeEnergy (W T x : ℝ) : ℝ :=
  W * x * (1 - x) + T * (x * Real.log x + (1 - x) * Real.log (1 - x))
```

**Q.** Where is the voltage?

**A.** In the slope. For a single phase the chemical potential is $\mu=G'$, and the voltage is $V=V_0-\mu/q$, with $q$ the charge per ion and $V_0$ set by the reference electrode. The file works with slopes only. It also leaves out a site-energy term linear in $x$, which would shift $V$ by a constant.

```lean
/-- Chemical potential of the inserted species at filling `0 < x < 1`. -/
def chemPot (W T x : ℝ) : ℝ :=
  W * (1 - 2 * x) + T * (Real.log x - Real.log (1 - x))
```

The formula for $\mu$ is a definition here; that it equals $G'$ is proved further down.

**Q.** And the two-phase mixtures?

**A.** Put a fraction $1-t$ of the sites in a phase of filling $y$ and a fraction $t$ in a phase of filling $z$. The mean filling is $x=(1-t)y+tz$ and the energy is $(1-t)G(y)+tG(z)$. `mixtureEnergies W T x` is the set of all such energies at fixed $x$. There is no interface energy.

```lean
/-- Energies of all two-phase mixtures with mean filling `x`; `t` is the fraction of the
second phase. -/
def mixtureEnergies (W T x : ℝ) : Set ℝ :=
  {e | ∃ y ∈ Icc (0 : ℝ) 1, ∃ z ∈ Icc (0 : ℝ) 1, ∃ t ∈ Icc (0 : ℝ) 1,
    (1 - t) * y + t * z = x ∧ e = (1 - t) * freeEnergy W T y + t * freeEnergy W T z}
```

The hull energy is the infimum of that set. Its slope gives the equilibrium voltage.

```lean
/-- Hull energy at filling `x` in `[0,1]`: the infimum of the two-phase mixture energies. -/
def hullEnergy (W T x : ℝ) : ℝ := sInf (mixtureEnergies W T x)
```

**Q.** The logarithm diverges at $x=0$, yet you allow $y=0$.

**A.** Lean sets `Real.log 0` to $0$, so $x\ln x$ is $0$ there, which is also its limit.

**Q.** Then derive the result. Where do you start?

**A.** With symmetry. Replacing $x$ by $1-x$ leaves $G$ unchanged and turns $\mu$ into $-\mu$. Hence $\mu(1/2)=0$.

```lean
/-- Exchanging filled and empty sites preserves the free energy and reverses the sign of the
chemical potential. -/
theorem particle_hole (W T x : ℝ) :
    freeEnergy W T (1 - x) = freeEnergy W T x ∧ chemPot W T (1 - x) = -chemPot W T x := by
  constructor <;> simp only [freeEnergy, chemPot, sub_sub_cancel] <;> ring
```

Next, differentiate. The product rule gives $(x\ln x)'=\ln x+1$ and $((1-x)\ln(1-x))'=-\ln(1-x)-1$. The constants cancel, so
$$G'(x)=W(1-2x)+T[\ln x-\ln(1-x)]=\mu(x),$$
$$G''(x)=T\left[\frac1x+\frac1{1-x}\right]-2W=\frac{T}{x(1-x)}-2W.$$
`HasDerivAt f a x` says that $f$ is differentiable at $x$ with derivative $a$. The proof assembles the same rules, and `linear_combination` does the cancellations.

```lean
/-- For `0 < x < 1` the free energy has the chemical potential as its slope and
`T / (x (1 - x)) - 2 W` as its curvature. -/
theorem slope_and_curvature (W T : ℝ) {x : ℝ} (hx : x ∈ Ioo (0 : ℝ) 1) :
    HasDerivAt (freeEnergy W T) (chemPot W T x) x ∧
      HasDerivAt (chemPot W T) (T / (x * (1 - x)) - 2 * W) x := by
  have h0 : x ≠ 0 := hx.1.ne'
  have h1 : 1 - x ≠ 0 := (sub_pos.2 hx.2).ne'
  have hs : HasDerivAt (fun y : ℝ => 1 - y) (-1) x := (hasDerivAt_id' x).const_sub 1
  have hl := Real.hasDerivAt_log h0
  have e1 : x * x⁻¹ = 1 := mul_inv_cancel₀ h0
  constructor
  · have h := (((hasDerivAt_id' x).const_mul W).fun_mul hs).fun_add
      ((((hasDerivAt_id' x).fun_mul hl).fun_add (hs.fun_mul (hs.log h1))).const_mul T)
    refine h.congr_deriv ?_
    have e2 : (1 - x) * (-1 / (1 - x)) = -1 := by field_simp
    unfold chemPot
    linear_combination T * e1 + T * e2
  · have h := ((((hasDerivAt_id' x).const_mul 2).const_sub 1).const_mul W).fun_add
      ((hl.fun_sub (hs.log h1)).const_mul T)
    refine h.congr_deriv ?_
    have e2 : (1 - x) * (1 - x)⁻¹ = 1 := mul_inv_cancel₀ h1
    have e : x⁻¹ - -1 / (1 - x) = 1 / (x * (1 - x)) := by
      rw [eq_div_iff (mul_ne_zero h0 h1)]
      linear_combination (1 - x) * e1 + x * e2
    linear_combination T * e
```

**Q.** Why should half filling be unfavourable when $W>2T$?

**A.** Compare it with the filling $T/W$, which is then below $1/2$. For $T/W<y<1/2$ we have $1-y>1/2$, so $y(1-y)>y/2>T/(2W)$ and $G''(y)<0$. Thus $\mu$ decreases to $\mu(1/2)=0$ and is positive before that. So $G$ rises from $T/W$ to $1/2$, and $G(T/W)<G(1/2)$.

The code uses the mean value theorem twice. It gives a point `c` where $\mu$ equals the average slope of $G$ between $T/W$ and $1/2$, then a point `d` between `c` and $1/2$ where the curvature equals the average slope of $\mu$. Negative curvature at `d` forces $\mu(c)>0$.

```lean
/-- For `W > 2 T > 0` the filling `T / W` has lower free energy than half filling. -/
theorem lt_half_filling {W T : ℝ} (hT : 0 < T) (hW : 2 * T < W) :
    freeEnergy W T (T / W) < freeEnergy W T (1 / 2) := by
  have W0 : 0 < W := by linarith
  have a0 : 0 < T / W := div_pos hT W0
  have a1 : T / W < 1 / 2 := (div_lt_iff₀ W0).2 (by linarith)
  have ha : T / W * W = T := div_mul_cancel₀ _ W0.ne'
  have hD : ∀ y ∈ Icc (T / W) (1 / 2), _ := fun y hy =>
    slope_and_curvature W T (x := y) ⟨a0.trans_le hy.1, by linarith [hy.2]⟩
  obtain ⟨c, hc, e⟩ := exists_hasDerivAt_eq_slope (freeEnergy W T) (chemPot W T) a1
    (fun y hy => (hD y hy).1.continuousAt.continuousWithinAt)
    (fun y hy => (hD y (Ioo_subset_Icc_self hy)).1)
  obtain ⟨d, hd, e2⟩ := exists_hasDerivAt_eq_slope (chemPot W T)
    (fun y => T / (y * (1 - y)) - 2 * W) hc.2
    (fun y hy => (hD y ⟨hc.1.le.trans hy.1, hy.2⟩).2.continuousAt.continuousWithinAt)
    (fun y hy => (hD y ⟨(hc.1.trans hy.1).le, hy.2.le⟩).2)
  -- the chemical potential vanishes at half filling by symmetry
  have hh := (particle_hole W T (1 / 2)).2
  rw [show (1 : ℝ) - 1 / 2 = 1 / 2 by norm_num] at hh
  have h0 : chemPot W T (1 / 2) = 0 := by linarith
  rw [h0, eq_div_iff (sub_pos.2 hc.2).ne'] at e2
  have e3 : (T / (d * (1 - d)) - 2 * W) * (1 / 2 - c) = 0 - chemPot W T c := e2
  -- the curvature is negative between `T / W` and one half
  have d0 : T / W < d := hc.1.trans hd.1
  have hp : T / W / 2 < d * (1 - d) := by
    nlinarith [mul_pos (a0.trans d0) (sub_pos.2 hd.2)]
  have hneg : T / (d * (1 - d)) < 2 * W := by
    rw [div_lt_iff₀ (by linarith)]
    nlinarith [mul_pos W0 (sub_pos.2 hp)]
  have hmu : 0 < chemPot W T c := by
    linarith [mul_neg_of_neg_of_pos (sub_neg.2 hneg) (sub_pos.2 hc.2)]
  rw [eq_div_iff (sub_pos.2 a1).ne'] at e
  linarith [mul_pos hmu (sub_pos.2 a1)]
```

**Q.** The lowest energy might still sit at the empty host.

**A.** It doesn't. $G$ is continuous on $[0,1]$, so it has a minimiser there, and by symmetry one, $x_0$, in $[0,1/2]$. It is not $1/2$, by the last step. To exclude $0$, take $\varepsilon=e^{-W/T}$, so that $T\ln\varepsilon=-W$. Then
$$G(\varepsilon)=W\varepsilon(1-\varepsilon)-W\varepsilon+T(1-\varepsilon)\ln(1-\varepsilon)=-W\varepsilon^2+T(1-\varepsilon)\ln(1-\varepsilon)<0=G(0).$$
In the code, compactness supplies the minimiser `p`, which is reflected if it lies above $1/2$. The two remaining bullets exclude the end points of $[0,1/2]$; the filling $\varepsilon$ is called `e` there.

```lean
/-- For `W > 2 T > 0` the free energy on `[0,1]` is lowest at some filling strictly between
`0` and `1/2`. -/
theorem exists_minimum {W T : ℝ} (hT : 0 < T) (hW : 2 * T < W) :
    ∃ x0 ∈ Ioo (0 : ℝ) (1 / 2), ∀ x ∈ Icc (0 : ℝ) 1, freeEnergy W T x0 ≤ freeEnergy W T x := by
  have W0 : 0 < W := by linarith
  have h1 : Continuous (fun x : ℝ => (1 - x) * Real.log (1 - x)) :=
    Real.continuous_mul_log.comp (continuous_const.sub continuous_id)
  have h2 : Continuous (fun x : ℝ => W * x * (1 - x)) := by fun_prop
  have hcont : Continuous (freeEnergy W T) :=
    h2.add (continuous_const.mul (Real.continuous_mul_log.add h1))
  obtain ⟨p, hp, hmin⟩ := isCompact_Icc.exists_isMinOn
    (nonempty_Icc.2 (zero_le_one (α := ℝ))) hcont.continuousOn
  have hm := isMinOn_iff.1 hmin
  -- reflect the minimiser into the lower half
  obtain ⟨x0, hx0, hx⟩ : ∃ x0 ∈ Icc (0 : ℝ) (1 / 2),
      ∀ x ∈ Icc (0 : ℝ) 1, freeEnergy W T x0 ≤ freeEnergy W T x := by
    rcases le_total p (1 / 2) with h | h
    · exact ⟨p, ⟨hp.1, h⟩, hm⟩
    · refine ⟨1 - p, ⟨by linarith [hp.2], by linarith⟩, ?_⟩
      rwa [(particle_hole W T p).1]
  refine ⟨x0, ⟨lt_of_le_of_ne hx0.1 ?_, lt_of_le_of_ne hx0.2 ?_⟩, hx⟩
  · -- a dilute filling beats the empty host
    rintro rfl
    obtain ⟨e, e0, e1, hl⟩ : ∃ e : ℝ, 0 < e ∧ e < 1 ∧ T * Real.log e = -W :=
      ⟨Real.exp (-(W / T)), Real.exp_pos _,
        Real.exp_lt_one_iff.2 (neg_lt_zero.2 (div_pos W0 hT)),
        by rw [Real.log_exp]; field_simp⟩
    have hlog : (1 - e) * Real.log (1 - e) < 0 :=
      mul_neg_of_pos_of_neg (by linarith) (Real.log_neg (by linarith) (by linarith))
    have he : freeEnergy W T e = -W * e ^ 2 + T * ((1 - e) * Real.log (1 - e)) := by
      unfold freeEnergy
      linear_combination e * hl
    have h3 := hx e ⟨e0.le, e1.le⟩
    have h4 : freeEnergy W T 0 = 0 := by simp [freeEnergy]
    nlinarith [mul_pos W0 (pow_pos e0 2), mul_neg_of_pos_of_neg hT hlog]
  · rintro rfl
    exact not_lt_of_ge (hx (T / W) ⟨(div_pos hT W0).le, (div_le_one W0).2 (by linarith)⟩)
      (lt_half_filling hT hW)
```

**Q.** Now the plateau itself.

**A.** Since $x_0$ is an interior minimum, $G'(x_0)=0$. Symmetry gives $G'(1-x_0)=0$ and $G(1-x_0)=G(x_0)$. Also $G(x_0)\le G(T/W)<G(1/2)$.

Every phase has energy at least $G(x_0)$, so every mixture does too:
$$(1-t)G(y)+tG(z)\ge(1-t)G(x_0)+tG(x_0)=G(x_0).$$
For $x_0\le x\le 1-x_0$ the bound is reached with $y=x_0$, $z=1-x_0$ and the lever-rule fraction
$$t=\frac{x-x_0}{1-2x_0}.$$
The hull energy is therefore constant on that interval, and its slope is zero strictly inside.

The theorem `voltage_plateau` says that some $x_0$ strictly between $0$ and $1/2$ has these properties: $G'$ vanishes at $x_0$ and $1-x_0$, $G(x_0)=G(1-x_0)<G(1/2)$, $G(x_0)$ is the lowest mixture energy for $x_0\le x\le 1-x_0$, and the hull energy has zero slope strictly inside that interval. The lever-rule fraction and the comparison with $T/W$ appear only in the proof. `IsLeast` means that the value belongs to the set of mixture energies and that none is lower. In the proof, `hz` is the vanishing slope at the minimum and `hleast` contains the bound and the lever rule. The last lines replace the hull energy near $x$ by a constant and differentiate it.

```lean
/-- For `W > 2 T > 0` there are stationary fillings `x0 < 1/2` and `1 - x0` of equal free energy,
below that of half filling. From `x0` to `1 - x0` this is the lowest mixture energy, and strictly
between them the hull energy has zero slope. -/
theorem voltage_plateau {W T : ℝ} (hT : 0 < T) (hW : 2 * T < W) :
    ∃ x0 ∈ Ioo (0 : ℝ) (1 / 2),
      HasDerivAt (freeEnergy W T) 0 x0 ∧ HasDerivAt (freeEnergy W T) 0 (1 - x0) ∧
      freeEnergy W T x0 = freeEnergy W T (1 - x0) ∧
      freeEnergy W T x0 < freeEnergy W T (1 / 2) ∧
      (∀ x ∈ Icc x0 (1 - x0), IsLeast (mixtureEnergies W T x) (freeEnergy W T x0)) ∧
      ∀ x ∈ Ioo x0 (1 - x0), HasDerivAt (hullEnergy W T) 0 x := by
  obtain ⟨x0, ⟨p0, p1⟩, hm⟩ := exists_minimum hT hW
  have W0 : 0 < W := by linarith
  have hw : 0 < 1 - 2 * x0 := by linarith
  have hd := (slope_and_curvature W T (x := x0) ⟨p0, by linarith⟩).1
  have hev : ∀ᶠ x in nhds x0, freeEnergy W T x0 ≤ freeEnergy W T x := by
    filter_upwards [Icc_mem_nhds p0 (show x0 < 1 by linarith)] with x h using hm x h
  have hloc : IsLocalMin (freeEnergy W T) x0 := hev
  have hz := hloc.hasDerivAt_eq_zero hd
  have hleast : ∀ x ∈ Icc x0 (1 - x0),
      IsLeast (mixtureEnergies W T x) (freeEnergy W T x0) := by
    intro x hx
    constructor
    · -- the lever rule fixes the phase fractions
      have ht : (x - x0) / (1 - 2 * x0) * (1 - 2 * x0) = x - x0 := div_mul_cancel₀ _ hw.ne'
      refine ⟨x0, ⟨p0.le, by linarith⟩, 1 - x0, ⟨by linarith, by linarith⟩,
        (x - x0) / (1 - 2 * x0),
        ⟨div_nonneg (sub_nonneg.2 hx.1) hw.le, (div_le_one hw).2 (by linarith [hx.2])⟩,
        by linear_combination ht, ?_⟩
      rw [(particle_hole W T x0).1]
      ring
    · rintro e ⟨y, hy, z, hz, t, ht, -, rfl⟩
      nlinarith [mul_le_mul_of_nonneg_left (hm y hy) (sub_nonneg.2 ht.2),
        mul_le_mul_of_nonneg_left (hm z hz) ht.1]
  refine ⟨x0, ⟨p0, p1⟩, hd.congr_deriv hz,
    (slope_and_curvature W T (x := 1 - x0) ⟨by linarith, by linarith⟩).1.congr_deriv
      (by rw [(particle_hole W T x0).2, hz, neg_zero]),
    (particle_hole W T x0).1.symm,
    (hm (T / W) ⟨(div_pos hT W0).le, (div_le_one W0).2 (by linarith)⟩).trans_lt
      (lt_half_filling hT hW), hleast, fun x hx => ?_⟩
  refine (hasDerivAt_const x (freeEnergy W T x0)).congr_of_eventuallyEq ?_
  filter_upwards [Ioo_mem_nhds hx.1 hx.2] with y hy
  exact (hleast y (Ioo_subset_Icc_self hy)).csInf_eq
```

**Q.** So is $W=2T$ the border for convexity?

**A.** Yes, on the open interval $(0,1)$. If $W\le2T$, write
$$T-2Wx(1-x)=2(2T-W)x(1-x)+T(1-2x)^2\ge0.$$
Dividing by $x(1-x)>0$ gives $G''\ge0$, hence convexity. If $W>2T$, convexity at the midpoint of $x_0$ and $1-x_0$ would require $G(1/2)\le\tfrac12G(x_0)+\tfrac12G(1-x_0)=G(x_0)$, which contradicts $G(x_0)<G(1/2)$.

`ConvexOn ℝ (Ioo (0 : ℝ) 1)` is ordinary convexity on that interval. The first half of the proof is the midpoint argument; the second passes the two derivatives and the sign of the curvature to Mathlib's second-derivative test.

```lean
/-- For `T > 0` the free energy is convex on `(0,1)` exactly when `W ≤ 2 T`. -/
theorem convexOn_iff {W T : ℝ} (hT : 0 < T) :
    ConvexOn ℝ (Ioo (0 : ℝ) 1) (freeEnergy W T) ↔ W ≤ 2 * T := by
  constructor
  · intro hc
    by_contra h
    obtain ⟨x0, h0, -, -, hs, hlt, -⟩ := voltage_plateau hT (not_le.1 h)
    have hmid := hc.2 (x := x0) ⟨h0.1, by linarith [h0.2]⟩ (y := 1 - x0)
      ⟨by linarith [h0.2], by linarith [h0.1]⟩ (by norm_num : (0 : ℝ) ≤ 1 / 2)
      (by norm_num : (0 : ℝ) ≤ 1 / 2) (by norm_num)
    simp only [smul_eq_mul] at hmid
    rw [show 1 / 2 * x0 + 1 / 2 * (1 - x0) = 1 / 2 by ring, ← hs] at hmid
    linarith
  · intro h
    refine convexOn_of_hasDerivWithinAt2_nonneg (f' := chemPot W T)
      (f'' := fun y => T / (y * (1 - y)) - 2 * W) (convex_Ioo 0 1)
      (fun y hy => (slope_and_curvature W T hy).1.continuousAt.continuousWithinAt)
      ?_ ?_ ?_ <;> rw [interior_Ioo] <;> intro x hx
    · exact (slope_and_curvature W T hx).1.hasDerivWithinAt
    · exact (slope_and_curvature W T hx).2.hasDerivWithinAt
    · have hp : 0 < x * (1 - x) := mul_pos hx.1 (sub_pos.2 hx.2)
      refine sub_nonneg.2 ((le_div_iff₀ hp).2 ?_)
      nlinarith [mul_nonneg (sub_nonneg.2 h) hp.le, mul_nonneg hT.le (sq_nonneg (1 - 2 * x))]

end

end RegularSolutionVoltage
```

```lean
#print axioms RegularSolutionVoltage.voltage_plateau
#print axioms RegularSolutionVoltage.convexOn_iff
```

```
'RegularSolutionVoltage.voltage_plateau' depends on axioms: [propext, Classical.choice, Quot.sound]
'RegularSolutionVoltage.convexOn_iff' depends on axioms: [propext, Classical.choice, Quot.sound]
```

**Q.** Give me numbers.

**A.** Take $T=1$ and $W=2\ln3\approx2.197$, just above the border. At $x=1/4$,
$$\mu=2\ln3\cdot\tfrac12+\ln\tfrac13=0.$$
The energies are $G(1/4)=\tfrac98\ln3-2\ln2\approx-0.1504$ and $G(1/2)=\tfrac12\ln3-\ln2\approx-0.1438$.

On $(0,1/2)$ the curvature changes sign once, from positive to negative, so $\mu$ rises from $-\infty$ and then falls to zero at $1/2$. It has only one zero before that, so $x_0=1/4$ and the plateau runs from $1/4$ to $3/4$. At mean filling $0.4$ the lever rule gives $t=0.15/0.5=0.3$: 30% of the sites belong to the phase with filling $3/4$. This uniqueness argument is an addition of mine; `voltage_plateau` says only that a suitable $x_0$ exists.

**Q.** Does the plateau theorem need $T>0$, or would $T\ge0$ do?

**A.** $T\ge0$ is too weak. With $T=0$ and $W=1$ we have $W>2T$, but $G=x(1-x)$ and $G'=1-2x$, which vanishes only at $1/2$. No stationary $x_0$ exists below $1/2$. The plateau itself survives and runs from $0$ to $1$: the coexisting phases are then the completely empty and the completely full host, and entropy no longer pulls them into the interior.

**Q.** And what should I not read into it?

**A.** Kinetics, hysteresis, strain and ordered phases are absent, and the theorem gives no hull slope outside the plateau. Convex hulls are also drawn through formation energies from electronic-structure calculations to obtain voltage profiles; this result treats that construction for a mean-field free energy with a single interaction parameter.
